# The tensor product of m ≥ 1 qubit ladder operators plus its adjoint has 2^(m−1) Pauli terms, which commute pairwise

## Sixteen strings in T, but only eight rotations

To simulate a double excitation of a molecule on a quantum computer, I model it as a bare tensor product \(T\) of four ladder operators \((X\pm iY)/2\), one on each qubit involved. Multiplying out the brackets gives sixteen Pauli strings. Yet the circuit I have for evolution under \(T+T^*\) contains eight Pauli rotations, applied one after another, and it is said to have no Trotter error. Since \(X\) and \(Y\) anticommute on every single qubit, I would have expected trouble. Which eight strings survive, and how can they all commute?

## An even number of Y decides both

The survivors are the strings made of \(X\) and \(Y\) with an even number of \(Y\). That parity removes half of the strings and also makes the remaining ones commute, for any number \(m\ge 1\) of ladder factors.

Write the factor on qubit \(i\) as \(L_i=(X+i\varepsilon_iY)/2\) with \(\varepsilon_i=\pm1\), where the \(i\) in front of \(\varepsilon_i\) is the imaginary unit. For a Pauli string \(P=P_1\otimes\cdots\otimes P_m\), the coefficient of an operator \(M\) is

\[
c_P(M)=\frac{\operatorname{tr}(PM)}{2^m}.
\]

These are the coefficients of the expansion of \(M\) in Pauli strings, by the textbook relation \(\operatorname{tr}(PQ)=2^m\delta_{PQ}\).

Tensor products multiply qubit by qubit, and the trace of a tensor product is the product of the traces. Hence

\[
c_P(T)=\prod_i \tfrac12\operatorname{tr}(P_iL_i),
\]

and the one-qubit factor is \(1/2\) for \(P_i=X\), \(i\varepsilon_i/2\) for \(P_i=Y\), and \(0\) for \(P_i=I\) or \(Z\). So \(T\) itself does have \(2^m\) strings, each with a coefficient of modulus \(2^{-m}\).

Taking the adjoint replaces every \(\varepsilon_i\) by \(-\varepsilon_i\), which gives one minus sign for each \(Y\). With \(y(P)\) the number of \(Y\) in \(P\),

\[
c_P(T+T^*)=\bigl(1+(-1)^{y(P)}\bigr)\,c_P(T).
\]

Strings with odd \(y(P)\) cancel. Those with even \(y(P)\) double, and their coefficients have modulus \(2\cdot2^{-m}=2^{1-m}\).

To count the survivors, let \(w(X)=w(Y)=1\) and \(w(I)=w(Z)=0\). If \(N\) strings survive, then

\[
2N=\sum_P\bigl(1+(-1)^{y(P)}\bigr)\prod_i w(P_i)=(1+1)^m+(1-1)^m=2^m .
\]

The sum over strings factorises into one-qubit sums, and the second term vanishes because \(m\ge1\). So \(N=2^{m-1}\), which is eight for \(m=4\).

Now exchange two surviving strings \(P\) and \(Q\). A qubit gives a factor \(-1\) if one string has \(X\) there and the other \(Y\), and \(+1\) if the letters agree. This sign equals a factor \(-1\) for a \(Y\) in \(P\) times a factor \(-1\) for a \(Y\) in \(Q\). Over all qubits,

\[
PQ=(-1)^{y(P)+y(Q)}\,QP=QP .
\]

The local anticommutations you worried about do occur, but always in even number.

The smallest case is \(m=1\), where \(T+T^*=X\): one string with coefficient 1. For \(m=2\) with opposite signs, \(T+T^*=(XX+YY)/2\), the familiar hopping term.

For \(T-T^*\), the anti-Hermitian combination used in unitary coupled cluster, the same algebra gives the factor \(1-(-1)^{y(P)}\). The strings with an odd number of \(Y\) then survive. There are again \(2^{m-1}\) of them, with modulus \(2^{1-m}\), and they commute because the sum of two odd numbers is even. The Lean theorem below treats the plus sign.

```lean
import Mathlib

open Matrix

namespace ExcitationPauliTerms

/-- The four one-qubit Pauli labels. -/
inductive Pauli
  | I | X | Y | Z
  deriving DecidableEq

instance : Fintype Pauli := ⟨{.I, .X, .Y, .Z}, fun p => by cases p <;> simp⟩

noncomputable section

variable {m : ℕ}

/-- The 2 × 2 matrix of a Pauli label. -/
def Pauli.mat : Pauli → Matrix (Fin 2) (Fin 2) ℂ
  | .I => !![1, 0; 0, 1]
  | .X => !![0, 1; 1, 0]
  | .Y => !![0, -Complex.I; Complex.I, 0]
  | .Z => !![1, 0; 0, -1]

/-- The tensor product of `m` one-qubit operators, as a matrix indexed by bit strings. -/
def tensor (A : Fin m → Matrix (Fin 2) (Fin 2) ℂ) :
    Matrix (Fin m → Fin 2) (Fin m → Fin 2) ℂ :=
  fun x y => ∏ i, A i (x i) (y i)

/-- The Pauli string with label `P i` on qubit `i`. -/
def pauliString (P : Fin m → Pauli) := tensor fun i => (P i).mat

/-- The Pauli coefficient of `M` at the string `P`, namely `tr (P M) / 2 ^ m`. -/
def pauliCoeff (P : Fin m → Pauli) (M : Matrix (Fin m → Fin 2) (Fin m → Fin 2) ℂ) : ℂ :=
  (pauliString P * M).trace / 2 ^ m

/-- The ladder operator `(X + iY)/2` for `true` and `(X - iY)/2` for `false`. -/
def ladder (b : Bool) : Matrix (Fin 2) (Fin 2) ℂ :=
  (1 / 2 : ℂ) • (Pauli.X.mat + (if b then Complex.I else -Complex.I) • Pauli.Y.mat)

/-- The excitation `T`: a tensor product of ladder operators chosen by the pattern `s`. -/
def excitation (s : Fin m → Bool) := tensor fun i => ladder (s i)

/-- The Hermitian combination `T + T*` of an excitation and its adjoint. -/
def hermitianExcitation (s : Fin m → Bool) := excitation s + (excitation s)ᴴ

/-- The number of qubits on which a Pauli string carries a `Y`. -/
def yCount (P : Fin m → Pauli) : ℕ := (Finset.univ.filter fun i => P i = .Y).card

/-- The string has only the letters `X` and `Y`, with an even number of `Y`. -/
def IsEvenXY (P : Fin m → Pauli) : Prop :=
  (∀ i, P i = .X ∨ P i = .Y) ∧ Even (yCount P)

instance : DecidablePred (IsEvenXY (m := m)) := fun P => by
  unfold IsEvenXY
  infer_instance

/-- The indicator of the letters `X` and `Y`. -/
def xy : Pauli → ℝ
  | .I => 0
  | .X => 1
  | .Y => 1
  | .Z => 0

/-- A sum over all strings of a product of one-site terms is the product of one-site sums. -/
theorem sum_prod {α R : Type*} [Fintype α] [CommSemiring R] (f : Fin m → α → R) :
    ∑ P : Fin m → α, ∏ i, f i (P i) = ∏ i, ∑ a, f i a := by
  rw [Finset.prod_univ_sum, Fintype.piFinset_univ]

/-- A sign for each `Y` in a string multiplies up to the parity of the number of `Y`. -/
theorem prod_sign {R : Type*} [CommRing R] (P : Fin m → Pauli) :
    ∏ i, (if P i = .Y then (-1 : R) else 1) = (-1) ^ yCount P := by
  simp only [Finset.prod_ite, Finset.prod_const, one_pow, mul_one]
  rfl

/-- Tensor products multiply qubit by qubit. -/
theorem tensor_mul (A B : Fin m → Matrix (Fin 2) (Fin 2) ℂ) :
    tensor A * tensor B = tensor fun i => A i * B i := by
  ext x y
  simp only [tensor, Matrix.mul_apply, ← Finset.prod_mul_distrib]
  exact sum_prod (fun i k => A i (x i) k * B i k (y i))

/-- The Pauli coefficient of a tensor product is the product of one-qubit coefficients. -/
theorem pauliCoeff_tensor (P : Fin m → Pauli) (A : Fin m → Matrix (Fin 2) (Fin 2) ℂ) :
    pauliCoeff P (tensor A) = ∏ i, (((P i).mat * A i).trace / 2) := by
  rw [pauliCoeff, pauliString, tensor_mul, Finset.prod_div_distrib, Finset.prod_const,
    Finset.card_univ, Fintype.card_fin]
  congr 1
  exact sum_prod (fun i k => ((P i).mat * A i) k k)

/-- The two ladder operators are the matrix units with a single entry one off the diagonal. -/
theorem ladder_eq (b : Bool) :
    ladder b = if b then !![0, 1; 0, 0] else !![0, 0; 1, 0] := by
  cases b <;> ext i j <;> fin_cases i <;> fin_cases j <;> norm_num [ladder, Pauli.mat]

/-- The factor `1 + (-1)^k`, with `k` the number of `Y`, times the indicator of strings made of
`X` and `Y`, is two if the string is such a string with `k` even, and zero otherwise. -/
theorem parity_selection (P : Fin m → Pauli) :
    (1 + (-1) ^ yCount P) * ∏ i, xy (P i) = if IsEvenXY P then 2 else 0 := by
  by_cases hxy : ∀ i, P i = .X ∨ P i = .Y
  · have h1 : ∏ i, xy (P i) = 1 := Finset.prod_eq_one fun i _ => by
      rcases hxy i with h | h <;> simp [xy, h]
    rcases Nat.even_or_odd (yCount P) with h | h
    · have hE : IsEvenXY P := ⟨hxy, h⟩
      rw [h1, h.neg_one_pow, if_pos hE]
      norm_num
    · have hE : ¬ IsEvenXY P := fun hP => Nat.not_even_iff_odd.mpr h hP.2
      rw [h.neg_one_pow, if_neg hE, add_neg_cancel, zero_mul]
  · have hE : ¬ IsEvenXY P := fun hP => hxy hP.1
    simp only [not_forall, not_or] at hxy
    obtain ⟨i, hX, hY⟩ := hxy
    have h0 : xy (P i) = 0 := by
      revert hX hY
      generalize P i = p
      cases p <;> simp [xy]
    rw [if_neg hE, Finset.prod_eq_zero (Finset.mem_univ i) h0, mul_zero]

/-- The coefficient of `T + T*` has modulus `2/2^m` at strings of `X` and `Y` with an even
number of `Y`, and vanishes at all other strings. -/
theorem norm_pauliCoeff (s : Fin m → Bool) (P : Fin m → Pauli) :
    ‖pauliCoeff P (hermitianExcitation s)‖ = (if IsEvenXY P then 2 else 0) / 2 ^ m := by
  have hl : ∀ b, (ladder b)ᴴ = ladder (!b) := by
    intro b
    rw [ladder_eq, ladder_eq]
    cases b <;> ext i j <;> fin_cases i <;> fin_cases j <;> simp [Matrix.conjTranspose_apply]
  have hstar : (excitation s)ᴴ = tensor fun i => ladder (!(s i)) := by
    ext x y
    simp only [excitation, tensor, ← hl, Matrix.conjTranspose_apply, star_prod]
  -- on one qubit the adjoint changes the sign of the `Y` coefficient only
  have flip : ∀ (p : Pauli) (b : Bool), (p.mat * ladder (!b)).trace / 2
      = (if p = .Y then (-1 : ℂ) else 1) * ((p.mat * ladder b).trace / 2) := by
    intro p b
    simp only [ladder_eq]
    cases p <;> cases b <;>
      simp [Pauli.mat, Matrix.trace_fin_two, neg_div]
  have size : ∀ (p : Pauli) (b : Bool), ‖(p.mat * ladder b).trace / 2‖ = xy p / 2 := by
    intro p b
    rw [ladder_eq]
    cases p <;> cases b <;>
      simp [xy, Pauli.mat, Matrix.trace_fin_two]
  have hcoeff : pauliCoeff P (hermitianExcitation s)
      = (1 + (-1) ^ yCount P) * ∏ i, (((P i).mat * ladder (s i)).trace / 2) := by
    have hadd : pauliCoeff P (hermitianExcitation s)
        = pauliCoeff P (excitation s) + pauliCoeff P (excitation s)ᴴ := by
      simp only [pauliCoeff, hermitianExcitation, Matrix.mul_add, Matrix.trace_add, add_div]
    rw [hadd, hstar, excitation, pauliCoeff_tensor, pauliCoeff_tensor,
      Finset.prod_congr rfl fun i _ => flip (P i) (s i), Finset.prod_mul_distrib, prod_sign]
    ring
  have hn : ‖(1 : ℂ) + (-1) ^ yCount P‖ = 1 + (-1) ^ yCount P := by
    rcases Nat.even_or_odd (yCount P) with h | h <;> norm_num [h.neg_one_pow]
  rw [hcoeff, norm_mul, norm_prod, hn, ← parity_selection P]
  simp only [size, Finset.prod_div_distrib, Finset.prod_const, Finset.card_univ,
    Fintype.card_fin]
  rw [mul_div_assoc]

/-- Two strings of `X` and `Y`, each with an even number of `Y`, commute. -/
theorem commute_of_isEvenXY {P Q : Fin m → Pauli} (hP : IsEvenXY P) (hQ : IsEvenXY Q) :
    Commute (pauliString P) (pauliString Q) := by
  -- exchanging the letters on one qubit costs a sign exactly when they differ
  have site : ∀ i a b, ((P i).mat * (Q i).mat) a b
      = ((if P i = .Y then (-1 : ℂ) else 1) * (if Q i = .Y then (-1 : ℂ) else 1))
        * ((Q i).mat * (P i).mat) a b := by
    intro i a b
    rcases hP.1 i with h | h <;> rcases hQ.1 i with k | k <;> fin_cases a <;> fin_cases b <;>
      simp [h, k, Pauli.mat, Matrix.mul_apply, Fin.sum_univ_two]
  change pauliString P * pauliString Q = pauliString Q * pauliString P
  simp only [pauliString, tensor_mul]
  ext x y
  simp only [tensor]
  rw [Finset.prod_congr rfl fun i _ => site i (x i) (y i), Finset.prod_mul_distrib,
    Finset.prod_mul_distrib, prod_sign P, prod_sign Q, hP.2.neg_one_pow, hQ.2.neg_one_pow,
    one_mul, one_mul]

/-- On `m ≥ 1` qubits there are `2^(m-1)` strings of `X` and `Y` with an even number of `Y`. -/
theorem card_isEvenXY (hm : 1 ≤ m) :
    (Finset.univ.filter fun P : Fin m → Pauli => IsEvenXY P).card = 2 ^ (m - 1) := by
  obtain ⟨k, rfl⟩ : ∃ k, m = k + 1 := ⟨m - 1, by omega⟩
  have hu : (Finset.univ : Finset Pauli) = {.I, .X, .Y, .Z} := rfl
  have h1 : ∑ p, xy p = 2 := by
    rw [hu, ← one_add_one_eq_two]
    simp [xy]
  have h2 : ∑ p : Pauli, (if p = .Y then (-1 : ℝ) else 1) * xy p = 0 := by
    rw [hu]
    simp [xy]
  have split : ∀ P : Fin (k + 1) → Pauli, (if IsEvenXY P then (2 : ℝ) else 0)
      = ∏ i, xy (P i) + ∏ i, ((if P i = .Y then (-1 : ℝ) else 1) * xy (P i)) := by
    intro P
    rw [← parity_selection, Finset.prod_mul_distrib, prod_sign]
    ring
  -- twice the number of strings is `(1 + 1)^m + (1 - 1)^m`
  have h : ∑ P : Fin (k + 1) → Pauli, (if IsEvenXY P then (2 : ℝ) else 0) = 2 ^ (k + 1) := by
    rw [Finset.sum_congr rfl fun P _ => split P, Finset.sum_add_distrib,
      sum_prod (fun _ => xy),
      sum_prod (fun _ (p : Pauli) => (if p = .Y then (-1 : ℝ) else 1) * xy p), h1, h2,
      Finset.prod_const, Finset.prod_const, Finset.card_univ, Fintype.card_fin,
      zero_pow (Nat.succ_ne_zero k), add_zero]
  rw [← Finset.sum_filter, Finset.sum_const, nsmul_eq_mul, pow_succ] at h
  have h3 := mul_right_cancel₀ two_ne_zero h
  rw [Nat.add_sub_cancel]
  exact_mod_cast h3

/-- For a tensor product `T` of `m ≥ 1` ladder operators, `T + T*` has exactly `2^(m-1)`
nonzero Pauli coefficients, all of modulus `2^(1-m)`, and their strings commute pairwise. -/
theorem excitation_pauli_terms (hm : 1 ≤ m) (s : Fin m → Bool) :
    (Finset.univ.filter fun P => pauliCoeff P (hermitianExcitation s) ≠ 0).card
      = 2 ^ (m - 1) ∧
    (∀ P, pauliCoeff P (hermitianExcitation s) ≠ 0 →
      ‖pauliCoeff P (hermitianExcitation s)‖ = (2 : ℝ) ^ (1 - (m : ℤ))) ∧
    (∀ P Q, pauliCoeff P (hermitianExcitation s) ≠ 0 →
      pauliCoeff Q (hermitianExcitation s) ≠ 0 →
      Commute (pauliString P) (pauliString Q)) := by
  have supp : ∀ P, pauliCoeff P (hermitianExcitation s) ≠ 0 ↔ IsEvenXY P := by
    intro P
    rw [← norm_ne_zero_iff, norm_pauliCoeff]
    by_cases h : IsEvenXY P <;> simp [h]
  refine ⟨?_, fun P h => ?_,
    fun P Q hP hQ => commute_of_isEvenXY ((supp P).1 hP) ((supp Q).1 hQ)⟩
  · rw [← card_isEvenXY hm]
    congr 1
    ext P
    simp only [Finset.mem_filter, Finset.mem_univ, true_and]
    exact supp P
  · rw [norm_pauliCoeff, if_pos ((supp P).1 h), zpow_sub₀ two_ne_zero, zpow_one, zpow_natCast]

end

end ExcitationPauliTerms
```

```lean
#print axioms ExcitationPauliTerms.excitation_pauli_terms
```

```
'ExcitationPauliTerms.excitation_pauli_terms' depends on axioms: [propext, Classical.choice, Quot.sound]
```

The final theorem, `excitation_pauli_terms`, takes a number `m` with `1 ≤ m` and a pattern `s : Fin m → Bool`, and states three things:

- The set of strings at which the coefficient of \(T+T^*\) is nonzero has \(2^{m-1}\) elements.
- Each nonzero coefficient has modulus \(2^{1-m}\). The exponent is written with integers, since it is negative for \(m>1\).
- Any two strings with nonzero coefficients commute as matrices.

Operators on \(m\) qubits are complex matrices whose rows and columns are labelled by bit strings, `Fin m → Fin 2`. The entries of `tensor A` are products of the entries of its factors. A string is a function `P : Fin m → Pauli`, and `pauliString P` is its matrix. The trace formula above is the definition of `pauliCoeff`; the orthogonality relation that makes it an expansion coefficient is used in the reading of the theorem and is not part of the file.

In `ladder`, the value `true` stands for \((X+iY)/2=|0\rangle\langle1|\), which empties a mode if \(|1\rangle\) means occupied, and `false` stands for its adjoint. The pattern is arbitrary, so `excitation s` need not conserve particle number, although the name suggests it. The letter \(T\) also differs from coupled-cluster use: here it is a single product without an amplitude, and not the whole cluster operator.

The step from this model to a molecule is the fermionic mapping. Under Jordan–Wigner, a product of fermionic ladder operators on distinct modes is such a \(T\) up to a sign, possibly with additional \(Z\) factors on other qubits, depending on which modes are involved. The theorem has no such factors. For one bare qubit excitation, pairwise commutation means that \(e^{-i\theta(T+T^*)}\), with \(\theta\) a real angle, is exactly a product of \(2^{m-1}\) Pauli rotations. Trotter error can still arise between different excitations.

The proof follows the calculation above. `sum_prod` exchanges a sum over strings with a product over qubits; it serves matrix multiplication, the trace and the count. `prod_sign` collects one sign per `Y` into \((-1)^{y(P)}\), where `yCount P` is \(y(P)\). With `tensor_mul`, the coefficient of a tensor product splits into one-qubit traces in `pauliCoeff_tensor`. `ladder_eq` writes the ladder operators as matrices with a single nonzero entry, so that the one-qubit traces can be computed case by case.

The weight \(w\) is called `xy`, and the surviving strings are those that satisfy `IsEvenXY`. `parity_selection` shows that \((1+(-1)^{y(P)})\prod_i w(P_i)\) is 2 on these strings and 0 on all others. It does so by separating strings that contain an \(I\) or \(Z\) from the rest, and then even from odd \(y(P)\).

`norm_pauliCoeff` obtains the modulus at every string. Inside it, `hstar` identifies \(T^*\) as the product of the opposite ladder operators, `flip` gives the sign change of the \(Y\) coefficient, and `size` gives the one-qubit moduli. `hcoeff` assembles the formula for \(c_P(T+T^*)\), and `parity_selection` then turns its modulus into the stated value.

In `commute_of_isEvenXY`, the step `site` checks the exchange sign on one qubit for the four combinations of \(X\) and \(Y\). Multiplying over the qubits leaves two parity signs, both equal to 1. `card_isEvenXY` carries out the count: `h1` and `h2` are the one-qubit sums \(1+1\) and \(1-1\), and the common factor 2 is cancelled at the end.

The final theorem first proves `supp`: a coefficient is nonzero exactly when its string satisfies `IsEvenXY`. The count, the modulus and the commutation then follow from the three preceding lemmas.
